# Phases on the local Hamiltonian and on the projectors in both H and S preserve the ultrasoft secular determinant

When a real-space ultrasoft calculation changes the gauge of an applied field, it multiplies the orbitals by site-dependent phases and must rebuild the operators to match. The projectors enter twice, in the Hamiltonian $H$ and in the overlap $S$. If both copies receive the phases and the local Hamiltonian is conjugated by them, $\det(H-eS)$ stays the same at every complex energy $e$. This holds for a linear one-particle problem in a finite orthonormal basis. A two-site example shows a level moving when the projectors in $S$ do not receive the phases.

## Operators and equations

Let $x$ run over a finite set `n` of sites, which may be grid points, or orthonormal localised orbitals if the gauge function is taken as constant over each orbital, and let a second finite set `p` label the projectors. Either set may have any size.

```lean
import Mathlib

open Matrix

namespace UltrasoftGaugePhases

noncomputable section

variable {n p : Type*} [Fintype n] [DecidableEq n] [Fintype p]
```

Each site gets a real angle $\theta_x$, and the phases form the diagonal matrix $U=\mathrm{diag}(\exp(i\theta_x))$.

```lean
/-- The diagonal matrix of site-dependent phases `exp(i θ_x)`. -/
def phase (θ : n → ℝ) : Matrix n n ℂ :=
  diagonal fun x => Complex.exp (θ x * Complex.I)
```

The projectors are the columns of a matrix $B$, and $D$ holds the nonlocal coefficients:

$$H=H_{\rm loc}+BDB^\dagger .$$

Here $H_{\rm loc}$ is everything outside the projector term, including the kinetic energy, so it need not be diagonal. In Lean, $\dagger$ is written `ᴴ`.

```lean
/-- The ultrasoft Hamiltonian: a local part plus a nonlocal part `B D Bᴴ`
built from the projectors, which are the columns of `B`. -/
def hamiltonian (Hloc : Matrix n n ℂ) (B : Matrix n p ℂ) (D : Matrix p p ℂ) :
    Matrix n n ℂ :=
  Hloc + B * D * Bᴴ
```

The overlap has the same projectors, with the augmentation charges $q$ as coefficients:

$$S=1+BqB^\dagger .$$

The leading 1 is the overlap matrix of the underlying basis, which is taken to be orthonormal. The matrices $H_{\rm loc}$, $D$ and $q$ are arbitrary complex matrices: neither Hermiticity nor positivity of $S$ is assumed.

```lean
/-- The ultrasoft overlap operator `1 + B q Bᴴ` with augmentation charges `q`. -/
def overlap (B : Matrix n p ℂ) (q : Matrix p p ℂ) : Matrix n n ℂ :=
  1 + B * q * Bᴴ
```

The levels are the zeros in $e$ of the secular determinant.

```lean
/-- The secular determinant `det (H - e S)` of the generalized eigenproblem. -/
def secular (H S : Matrix n n ℂ) (e : ℂ) : ℂ :=
  (H - e • S).det
```

For the time-dependent problem, with $\hbar=1$ and an overlap that is constant in time, the equation of motion at an instant $t$ is $iS\dot\psi=H\psi$. The predicate `EvolvesAt` asks for a vector `v` that is the derivative of $\psi$ at $t$ and satisfies this equation.

```lean
/-- The state `ψ` is differentiable at time `t` and obeys `i S dψ/dt = H ψ` there. -/
def EvolvesAt (H S : Matrix n n ℂ) (ψ : ℝ → n → ℂ) (t : ℝ) : Prop :=
  ∃ v : n → ℂ, HasDerivAt ψ v t ∧ Complex.I • (S *ᵥ v) = H *ᵥ ψ t
```

## Conjugation by the phases

Since $\theta_x$ is real, $\exp(i\theta_x)^*\exp(i\theta_x)=\exp(-i\theta_x+i\theta_x)=1$ on every site, and therefore $U^\dagger U=1$. The proof establishes the scalar identity first and then multiplies the diagonal matrices.

```lean
/-- The phase matrix is unitary. -/
theorem phase_unitary (θ : n → ℝ) : (phase θ)ᴴ * phase θ = 1 := by
  have h : ∀ x, star (Complex.exp (θ x * Complex.I)) * Complex.exp (θ x * Complex.I) = 1 := by
    intro x
    rw [Complex.star_def, ← Complex.exp_conj, ← Complex.exp_add]
    simp
  simp only [phase, diagonal_conjTranspose, diagonal_mul_diagonal, Pi.star_apply, h,
    diagonal_one]
```

Hence $U^\dagger(Uv)=v$ for every vector $v$.

```lean
/-- Removing the phases from a state after attaching them gives the state back. -/
theorem phase_undo (θ : n → ℝ) (v : n → ℂ) : (phase θ)ᴴ *ᵥ (phase θ *ᵥ v) = v := by
  rw [mulVec_mulVec, phase_unitary, one_mulVec]
```

For any matrix $A$ it follows that

$$(UAU^\dagger)(Uv)=UA(U^\dagger U)v=U(Av).$$

```lean
/-- A conjugated operator acts on a state with phases as the original operator
acts on the original state, followed by the phases. -/
theorem conjugated_mulVec (θ : n → ℝ) (A : Matrix n n ℂ) (v : n → ℂ) :
    (phase θ * A * (phase θ)ᴴ) *ᵥ (phase θ *ᵥ v) = phase θ *ᵥ (A *ᵥ v) := by
  rw [← mulVec_mulVec, phase_undo, ← mulVec_mulVec]
```

Now replace $H_{\rm loc}$ by $UH_{\rm loc}U^\dagger$ and $B$ by $UB$. Because $(UB)^\dagger=B^\dagger U^\dagger$, the transformed Hamiltonian is

$$H'=UH_{\rm loc}U^\dagger+UBDB^\dagger U^\dagger=UHU^\dagger .$$

An element of the local part becomes $\exp(i(\theta_x-\theta_y))(H_{\rm loc})_{xy}$, so hopping between sites acquires the phase difference.

```lean
/-- Phases on the local part and on the projectors conjugate the whole Hamiltonian. -/
theorem hamiltonian_covariant (θ : n → ℝ) (Hloc : Matrix n n ℂ) (B : Matrix n p ℂ)
    (D : Matrix p p ℂ) :
    hamiltonian (phase θ * Hloc * (phase θ)ᴴ) (phase θ * B) D
      = phase θ * hamiltonian Hloc B D * (phase θ)ᴴ := by
  simp only [hamiltonian, conjTranspose_mul, Matrix.mul_add, Matrix.add_mul, Matrix.mul_assoc]
```

For the overlap the identity must be conjugated too. A square matrix with $U^\dagger U=1$ also has $UU^\dagger=1$, which gives

$$S'=1+UBqB^\dagger U^\dagger=U(1+BqB^\dagger)U^\dagger=USU^\dagger .$$

```lean
/-- Phases on the projectors conjugate the overlap operator. -/
theorem overlap_covariant (θ : n → ℝ) (B : Matrix n p ℂ) (q : Matrix p p ℂ) :
    overlap (phase θ * B) q = phase θ * overlap B q * (phase θ)ᴴ := by
  have h : phase θ * (phase θ)ᴴ = 1 := mul_eq_one_comm.mp (phase_unitary θ)
  simp only [overlap, conjTranspose_mul, Matrix.mul_add, Matrix.add_mul, Matrix.mul_one,
    Matrix.mul_assoc, h]
```

## Levels, eigenstates and norm

Both operators are conjugated by the same $U$, so the secular matrix is conjugated as a whole:

$$\det(H'-eS')=\det\!\big(U(H-eS)U^\dagger\big)=\det(UU^\dagger)\det(H-eS)=\det(H-eS).$$

In the proof, `h` is the factorisation of the secular matrix, and the last line splits the determinant and recombines the two outer factors.

```lean
/-- Phases put on the local Hamiltonian and on the projectors in both `H` and `S`
leave the secular determinant unchanged at every complex energy. -/
theorem secular_invariant (θ : n → ℝ) (Hloc : Matrix n n ℂ) (B : Matrix n p ℂ)
    (D q : Matrix p p ℂ) (e : ℂ) :
    secular (hamiltonian (phase θ * Hloc * (phase θ)ᴴ) (phase θ * B) D)
        (overlap (phase θ * B) q) e
      = secular (hamiltonian Hloc B D) (overlap B q) e := by
  rw [hamiltonian_covariant, overlap_covariant]
  unfold secular
  -- the secular matrix is conjugated as a whole
  have h : phase θ * hamiltonian Hloc B D * (phase θ)ᴴ
        - e • (phase θ * overlap B q * (phase θ)ᴴ)
      = phase θ * (hamiltonian Hloc B D - e • overlap B q) * (phase θ)ᴴ := by
    simp only [Matrix.mul_sub, Matrix.sub_mul, Matrix.mul_smul, Matrix.smul_mul]
  have hU : phase θ * (phase θ)ᴴ = 1 := mul_eq_one_comm.mp (phase_unitary θ)
  rw [h, det_mul, det_mul, mul_right_comm, ← det_mul, hU, det_one, one_mul]
```

The eigenstates follow the levels. By the conjugation rule, $H'U\psi=eS'U\psi$ is the same as $U(H\psi)=U(eS\psi)$. Multiplying by $U^\dagger$ gives $H\psi=eS\psi$, and multiplying that by $U$ leads back. A nonzero $\psi$ gives a nonzero $U\psi$, since $U$ is invertible.

```lean
/-- A state solves the original generalized eigenvalue equation exactly when the state
with phases solves the transformed one at the same energy. -/
theorem eigenstate_iff (θ : n → ℝ) (Hloc : Matrix n n ℂ) (B : Matrix n p ℂ)
    (D q : Matrix p p ℂ) (e : ℂ) (ψ : n → ℂ) :
    hamiltonian (phase θ * Hloc * (phase θ)ᴴ) (phase θ * B) D *ᵥ (phase θ *ᵥ ψ)
        = e • (overlap (phase θ * B) q *ᵥ (phase θ *ᵥ ψ))
      ↔ hamiltonian Hloc B D *ᵥ ψ = e • (overlap B q *ᵥ ψ) := by
  rw [hamiltonian_covariant, overlap_covariant, conjugated_mulVec, conjugated_mulVec,
    ← mulVec_smul]
  constructor
  · intro h
    have h' := congrArg (fun v => (phase θ)ᴴ *ᵥ v) h
    simpa only [phase_undo] using h'
  · intro h
    rw [h]
```

The ultrasoft normalisation is also kept:

$$(U\psi)^\dagger S'(U\psi)=\psi^\dagger U^\dagger U S\psi=\psi^\dagger S\psi .$$

This quantity is the square of a norm only when $S$ is Hermitian and positive definite, but the equality needs neither property.

```lean
/-- The generalized squared norm `⟨ψ, S ψ⟩` is unchanged when the state and the projectors carry the
same phases. -/
theorem overlap_norm_invariant (θ : n → ℝ) (B : Matrix n p ℂ) (q : Matrix p p ℂ)
    (ψ : n → ℂ) :
    star (phase θ *ᵥ ψ) ⬝ᵥ (overlap (phase θ * B) q *ᵥ (phase θ *ᵥ ψ))
      = star ψ ⬝ᵥ (overlap B q *ᵥ ψ) := by
  rw [overlap_covariant, conjugated_mulVec, star_mulVec, ← dotProduct_mulVec, phase_undo]
```

## Phases that move in time

Let the angles change at rates $\omega_x=\dot\theta_x$ at time $t$, and set $\Omega=\mathrm{diag}(\omega_x)$ and $\varphi=U\psi$. The product rule on each site gives

$$\dot\varphi=U\dot\psi+i\,\Omega\varphi .$$

Multiplying by $iS'$ and using $iS\dot\psi=H\psi$,

$$iS'\dot\varphi=U(iS\dot\psi)-S'\Omega\varphi=(H'-S'\Omega)\varphi .$$

For $S'=1$ the new term is the ordinary scalar potential $-\omega_x$. In the ultrasoft scheme it is multiplied by the transformed overlap, in the order shown, because $S'$ and $\Omega$ need not commute. When they do not, $S'$ changes in time even though $S$ is constant, and for Hermitian $H$ and $S$ the matrix $H'-S'\Omega$ is not Hermitian. Its anti-Hermitian part compensates the change of $S'$, so that $\varphi^\dagger S'\varphi$ stays constant.

The proof supplies this $\dot\varphi$ as the required derivative. Its first part verifies the product rule site by site; its second part carries the old equation of motion over by conjugation (`e1`) and collects the term with $i^2=-1$.

The theorem concerns a single instant, with $H$ and $S$ entering through their values at $t$. It does not treat a self-consistent update of $H$ from the density, nor the error of a finite time step.

```lean
/-- If `ψ` obeys the original equation of motion at time `t` and the angles change there at rates
`ω_x`, then at `t` the state with phases obeys the equation with the transformed overlap, and with
the transformed Hamiltonian minus the transformed overlap times `diag(ω)`. -/
theorem evolution_with_moving_phases (θ : ℝ → n → ℝ) (ω : n → ℝ) (t : ℝ)
    (hθ : HasDerivAt θ ω t) (Hloc : Matrix n n ℂ) (B : Matrix n p ℂ) (D q : Matrix p p ℂ)
    (ψ : ℝ → n → ℂ) (h : EvolvesAt (hamiltonian Hloc B D) (overlap B q) ψ t) :
    EvolvesAt
      (hamiltonian (phase (θ t) * Hloc * (phase (θ t))ᴴ) (phase (θ t) * B) D
        - overlap (phase (θ t) * B) q * diagonal (fun x => (ω x : ℂ)))
      (overlap (phase (θ t) * B) q) (fun s => phase (θ s) *ᵥ ψ s) t := by
  obtain ⟨v, hv, he⟩ := h
  refine ⟨phase (θ t) *ᵥ v
    + Complex.I • (diagonal (fun x => (ω x : ℂ)) *ᵥ (phase (θ t) *ᵥ ψ t)), ?_, ?_⟩
  · -- product rule, site by site
    refine hasDerivAt_pi.2 fun x => ?_
    have h1 := (hasDerivAt_pi.1 hθ x).ofReal_comp
    have h2 := (h1.mul_const Complex.I).cexp
    have h3 := h2.fun_mul (hasDerivAt_pi.1 hv x)
    simp only [phase, mulVec_diagonal, Pi.add_apply, Pi.smul_apply, smul_eq_mul]
    exact h3.congr_deriv (by ring)
  · -- the original equation of motion, carried over by the phases
    have e1 : Complex.I • (overlap (phase (θ t) * B) q *ᵥ (phase (θ t) *ᵥ v))
        = hamiltonian (phase (θ t) * Hloc * (phase (θ t))ᴴ) (phase (θ t) * B) D
          *ᵥ (phase (θ t) *ᵥ ψ t) := by
      rw [hamiltonian_covariant, overlap_covariant, conjugated_mulVec, conjugated_mulVec,
        ← mulVec_smul, he]
    simp only [mulVec_add, mulVec_smul, smul_add, smul_smul, Complex.I_mul_I, sub_mulVec,
      ← mulVec_mulVec]
    rw [e1, neg_smul, one_smul, sub_eq_add_neg]
```

## A level that moves when the overlap does not receive the phases

Take two sites and one projector $\beta=(1,1)^T$.

```lean
/-- A single projector `(1, 1)` on two sites. -/
def pairProjector : Matrix (Fin 2) (Fin 1) ℂ := !![1; 1]
```

With $H_{\rm loc}=0$ and $D=q=1$, the operators are $H=\beta\beta^T$ and $S=1+\beta\beta^T$, and

$$\det(H-eS)=(1-2e)^2-(1-e)^2=e(3e-2),$$

so the levels are exactly $0$ and $2/3$. The phases $(0,\pi)$ turn the projector into $(1,-1)^T$. If only $H$ receives them, its off-diagonal elements change sign while those of $S$ do not:

$$(1-2e)^2-(1+e)^2=e(3e-6),$$

and the levels are exactly $0$ and $2$.

In terms of the normalised vector $\hat\beta=\beta/\sqrt2$, the original operators are $H=2\hat\beta\hat\beta^T$ and $S=1+2\hat\beta\hat\beta^T$, which puts the upper level at $2/(1+2)$. The rephased projector is orthogonal to $\hat\beta$, so its state no longer feels the augmentation in $S$, and the level rises to $2/1$.

In the proof, `hp` computes the rephased projector, while `hb` and `hc` compute the two outer products. Each half then expands a $2\times2$ determinant and reads off its zeros.

```lean
/-- For `H = β βᵀ`, `S = 1 + β βᵀ` with `β = (1, 1)` the levels are `0` and `2/3`;
with the phases `(0, π)` put on the projector in `H` alone they are `0` and `2`. -/
theorem phases_in_hamiltonian_alone_fail :
    (∀ e : ℂ, secular (hamiltonian 0 pairProjector 1) (overlap pairProjector 1) e = 0
      ↔ e = 0 ∨ e = 2 / 3) ∧
    (∀ e : ℂ, secular (hamiltonian 0 (phase ![0, Real.pi] * pairProjector) 1)
        (overlap pairProjector 1) e = 0
      ↔ e = 0 ∨ e = 2) := by
  have hp : phase ![0, Real.pi] * pairProjector = !![1; -1] := by
    ext i j
    fin_cases i <;> fin_cases j <;>
      simp [phase, pairProjector, diagonal_mul, Complex.exp_pi_mul_I]
  have hb : pairProjector * (1 : Matrix (Fin 1) (Fin 1) ℂ) * pairProjectorᴴ
      = !![1, 1; 1, 1] := by
    ext i j
    fin_cases i <;> fin_cases j <;> simp [pairProjector, Matrix.mul_apply]
  have hc : (!![1; -1] : Matrix (Fin 2) (Fin 1) ℂ) * (1 : Matrix (Fin 1) (Fin 1) ℂ)
      * (!![1; -1] : Matrix (Fin 2) (Fin 1) ℂ)ᴴ = !![1, -1; -1, 1] := by
    ext i j
    fin_cases i <;> fin_cases j <;> simp [Matrix.mul_apply]
  constructor
  · intro e
    have h : secular (hamiltonian 0 pairProjector 1) (overlap pairProjector 1) e
        = e * (3 * e - 2) := by
      rw [secular, hamiltonian, overlap, hb, det_fin_two]
      simp
      ring
    rw [h, mul_eq_zero]
    exact or_congr Iff.rfl
      ⟨fun h => by linear_combination h / 3, fun h => by linear_combination 3 * h⟩
  · intro e
    have h : secular (hamiltonian 0 (phase ![0, Real.pi] * pairProjector) 1)
        (overlap pairProjector 1) e = e * (3 * e - 6) := by
      rw [hp, secular, hamiltonian, overlap, hb, hc, det_fin_two]
      simp
      ring
    rw [h, mul_eq_zero]
    exact or_congr Iff.rfl
      ⟨fun h => by linear_combination h / 3, fun h => by linear_combination 3 * h⟩

end

end UltrasoftGaugePhases
```

```lean
#print axioms UltrasoftGaugePhases.secular_invariant
#print axioms UltrasoftGaugePhases.eigenstate_iff
#print axioms UltrasoftGaugePhases.evolution_with_moving_phases
#print axioms UltrasoftGaugePhases.phases_in_hamiltonian_alone_fail
```

```
'UltrasoftGaugePhases.secular_invariant' depends on axioms: [propext, Classical.choice, Quot.sound]
'UltrasoftGaugePhases.eigenstate_iff' depends on axioms: [propext, Classical.choice, Quot.sound]
'UltrasoftGaugePhases.evolution_with_moving_phases' depends on axioms: [propext, Classical.choice, Quot.sound]
'UltrasoftGaugePhases.phases_in_hamiltonian_alone_fail' depends on axioms: [propext, Classical.choice, Quot.sound]
```
